# Diffusive escape from an absorbing sphere: the unique solution for continuous potentials bounded above, and Onsager's Coulomb limit

## Potential, resistance and boundary conditions

Let $R>0$ be the contact radius of a diffusing pair and $U(r)$ its potential at separation $r$, in units of $kT$. The diffusive resistance from $r$ to infinity, up to the factor $1/(4\pi D)$ with $D$ the diffusion constant of the relative motion, is

$$I(r)=\int_r^\infty \frac{e^{U(s)}}{s^2}\,ds .$$

In Lean it is `resistance U r`.

```lean
import Mathlib

open Set Filter Topology MeasureTheory

namespace DiffusiveEscape

noncomputable section

/-- The diffusive resistance between radius `r > 0` and infinity in the potential `U`
(in units of kT), up to the factor 1/(4πD). -/
def resistance (U : ℝ → ℝ) (r : ℝ) : ℝ := ∫ s in Ioi r, Real.exp (U s) / s ^ 2
```

The candidate escape probability is $\phi_R(r)=1-I(r)/I(R)$, written `escape U R r`.

```lean
/-- The candidate escape probability from radius `r` with an absorbing sphere of radius `R`,
for `resistance U R ≠ 0`. -/
def escape (U : ℝ → ℝ) (R r : ℝ) : ℝ := 1 - resistance U r / resistance U R
```

The escape problem asks for a function $\phi$, continuous on $[R,\infty)$ and differentiable for $r>R$, with

$$\bigl(r^2e^{-U}\phi'\bigr)'=0\quad(r>R),\qquad \phi(R)=0,\qquad \lim_{r\to\infty}\phi(r)=1 .$$

These conditions are the fields of `IsEscapeSolution`. Differentiability has its own field because Lean's `deriv` is zero where no derivative exists. $U$ itself is never differentiated.

For constant $D$, spherical symmetry and absorption at first contact, this is the stationary backward equation for the probability of escape. That link to the random motion is taken from stochastic theory; the theorems concern the boundary value problem.

```lean
/-- The boundary value problem for the escape probability: constant radial flux outside `R`,
value zero at contact and value one far away. -/
structure IsEscapeSolution (U : ℝ → ℝ) (R : ℝ) (φ : ℝ → ℝ) : Prop where
  cont : ContinuousOn φ (Ici R)
  diff : ∀ r, R < r → DifferentiableAt ℝ φ r
  flux : ∀ r, R < r → HasDerivAt (fun s => s ^ 2 * Real.exp (-U s) * deriv φ s) 0 r
  contact : φ R = 0
  far : Tendsto φ atTop (𝓝 1)
```

Parts (a) to (g) assume $R>0$ (`hR`), $U$ continuous on $[R,\infty)$ (`hU`) and, except in (b), $U\le M$ there for some real $M$ (`hM`). Physically, the last condition excludes a potential that confines the pair by rising without limit. No lower bound is needed.

To handle the contact point, freeze the integrand inside the sphere: $g(s)=e^{U(m)}/m^2$ with $m=\max(R,s)$.

```lean
/-- The resistance per unit length, frozen at its contact value inside the sphere of
radius `R > 0`. -/
def density (U : ℝ → ℝ) (R s : ℝ) : ℝ := Real.exp (U (max R s)) / (max R s) ^ 2
```

## (a) Finite resistance

Show that

$$\int_R^\infty \frac{e^{U(s)}}{s^2}\,ds<\infty .$$

**Solution.** For $s>R$ we have $0<e^{U(s)}/s^2\le e^M/s^2$, and the bound integrates to $e^M/R$. In Lean, `Integrable.mono'` makes this comparison, and continuity supplies measurability.

```lean
variable {U : ℝ → ℝ} {R M : ℝ}

/-- For a continuous potential bounded above outside `R`, the resistance integrand is
integrable out to infinity. -/
theorem integrableOn_resistance (hR : 0 < R) (hU : ContinuousOn U (Ici R))
    (hM : ∀ s, R ≤ s → U s ≤ M) :
    IntegrableOn (fun s => Real.exp (U s) / s ^ 2) (Ioi R) := by
  have h2 : IntegrableOn (fun s : ℝ => Real.exp M * s ^ (-2 : ℝ)) (Ioi R) :=
    (integrableOn_Ioi_rpow_of_lt (by norm_num) hR).const_mul _
  have hc : ContinuousOn (fun s => Real.exp (U s) / s ^ 2) (Ioi R) :=
    (Real.continuous_exp.comp_continuousOn (hU.mono Ioi_subset_Ici_self)).div
      (continuous_pow 2).continuousOn
      (fun s hs => pow_ne_zero 2 (hR.trans (mem_Ioi.mp hs)).ne')
  refine Integrable.mono' h2 (hc.aestronglyMeasurable measurableSet_Ioi) ?_
  filter_upwards [ae_restrict_mem measurableSet_Ioi] with s hs
  have hs' : R < s := hs
  have hs0 : 0 < s := hR.trans hs'
  have hb := hM s hs'.le
  rw [Real.norm_of_nonneg (by positivity), Real.rpow_neg hs0.le, Real.rpow_two,
    ← div_eq_mul_inv]
  gcongr
```

## (b) Continuity of the frozen integrand

Show that, for every real $a$,

$$\lim_{s\to a}g(s)=g(a).$$

**Solution.** The map $s\mapsto\max(R,s)$ is continuous with values in $[R,\infty)$, where $U$ is continuous. The denominator is at least $R^2>0$. The proof composes these maps in the same order.

```lean
/-- The frozen resistance density is continuous on the whole line. -/
theorem density_continuous (hR : 0 < R) (hU : ContinuousOn U (Ici R)) :
    Continuous (density U R) := by
  have hm : Continuous (fun s : ℝ => max R s) := continuous_const.max continuous_id
  have hu : Continuous (fun s => U (max R s)) :=
    hU.comp_continuous hm (fun s => le_max_left R s)
  exact (Real.continuous_exp.comp hu).div (hm.pow 2)
    (fun s => pow_ne_zero 2 (lt_max_of_lt_left hR).ne')
```

## (c) Resistances in series

For $r\ge R$, show that

$$I(r)=I(R)-\int_R^r g(s)\,ds .$$

**Solution.** Split $(R,\infty)$ into $(R,r]$ and $(r,\infty)$. Both integrals are finite by (a), so $I(R)$ is their sum (`setIntegral_union`). On $(R,r]$ the original integrand equals $g$ (`setIntegral_congr_fun`).

```lean
/-- Resistances in series: the resistance from `r` outwards is that from `R` outwards minus
that of the shell between `R` and `r`. -/
theorem resistance_split (hR : 0 < R) (hU : ContinuousOn U (Ici R))
    (hM : ∀ s, R ≤ s → U s ≤ M) {r : ℝ} (hr : R ≤ r) :
    resistance U r = resistance U R - ∫ s in R..r, density U R s := by
  have hi := integrableOn_resistance hR hU hM
  have hsplit : resistance U R =
      (∫ s in Ioc R r, Real.exp (U s) / s ^ 2) + resistance U r := by
    unfold resistance
    rw [← Ioc_union_Ioi_eq_Ioi hr]
    exact setIntegral_union (Ioc_disjoint_Ioi le_rfl) measurableSet_Ioi
      (hi.mono_set Ioc_subset_Ioi_self) (hi.mono_set (Ioi_subset_Ioi hr))
  have hg : ∫ s in R..r, density U R s = ∫ s in Ioc R r, Real.exp (U s) / s ^ 2 := by
    rw [intervalIntegral.integral_of_le hr]
    refine setIntegral_congr_fun measurableSet_Ioc fun s hs => ?_
    simp only [density, max_eq_right hs.1.le]
  linarith
```

## (d) Slope of the resistance

For $r>R$, show that

$$I'(r)=-\frac{e^{U(r)}}{r^2}.$$

**Solution.** Differentiate (c) by the fundamental theorem of calculus, using (b), and note that $g(r)=e^{U(r)}/r^2$. Since $r>R$, identity (c) holds in a whole neighbourhood of $r$, which is what `congr_of_eventuallyEq` requires.

```lean
/-- Outside contact the resistance falls with radius at the rate `exp (U r) / r ^ 2`. -/
theorem resistance_hasDerivAt (hR : 0 < R) (hU : ContinuousOn U (Ici R))
    (hM : ∀ s, R ≤ s → U s ≤ M) {r : ℝ} (hr : R < r) :
    HasDerivAt (resistance U) (-(Real.exp (U r) / r ^ 2)) r := by
  have h := ((density_continuous hR hU).integral_hasStrictDerivAt R r).hasDerivAt.const_sub
    (resistance U R)
  have hd : density U R r = Real.exp (U r) / r ^ 2 := by
    simp only [density, max_eq_right hr.le]
  rw [hd] at h
  refine h.congr_of_eventuallyEq ?_
  filter_upwards [Ioi_mem_nhds hr] with s hs
  exact resistance_split hR hU hM (le_of_lt hs)
```

## (e) Positive resistance

Show that

$$I(R)>0 .$$

**Solution.** By (c), $I(R)=I(R+1)+\int_R^{R+1}g(s)\,ds$. The first term is non-negative and the second is positive. These are `h2` and `h3`.

```lean
/-- The resistance from contact to infinity is positive. -/
theorem resistance_pos (hR : 0 < R) (hU : ContinuousOn U (Ici R))
    (hM : ∀ s, R ≤ s → U s ≤ M) : 0 < resistance U R := by
  have h1 := resistance_split hR hU hM (r := R + 1) (by linarith)
  have h2 : 0 ≤ resistance U (R + 1) :=
    setIntegral_nonneg measurableSet_Ioi (fun s _ => by positivity)
  have h3 : 0 < ∫ s in R..(R + 1), density U R s :=
    intervalIntegral.intervalIntegral_pos_of_pos
      ((density_continuous hR hU).intervalIntegrable _ _)
      (fun s => div_pos (Real.exp_pos _) (pow_pos (lt_max_of_lt_left hR) 2)) (by linarith)
  linarith
```

## (f) Existence and uniqueness

Show that $\phi_R$ solves the escape problem and that every solution $\phi$ satisfies

$$\phi(r)=\phi_R(r)\qquad (r\ge R).$$

**Solution.** By (c), $I$ is continuous on $[R,\infty)$ (`hcont`), and $I(r)\to I(R)-\int_R^\infty g(s)\,ds=0$ (`hlim`).

For existence, (d) gives $\phi_R'=e^{U}/(r^2I(R))$, hence

$$r^2e^{-U}\phi_R'=\frac1{I(R)},$$

which is constant. Also $\phi_R(R)=1-1=0$, by (e), and $\phi_R\to1$.

For uniqueness, the flux of a solution $\phi$ has zero derivative on $(R,\infty)$, so it is a constant $J$ (`hJ`). Thus $\phi'=Je^U/r^2$, and by (d)

$$(\phi+JI)'=\frac{Je^U}{r^2}-\frac{Je^U}{r^2}=0$$

(`hder`). With continuity at contact, the mean value theorem makes $\phi+JI$ constant on $[R,\infty)$ (`hconst`). Letting $r\to\infty$ shows that the constant is $1$ (`hone`). At $r=R$ this reads $JI(R)=1$ (`hJR`), so $\phi(r)=1-I(r)/I(R)$.

```lean
/-- For a continuous potential bounded above outside `R`, the function `escape U R` solves the
escape problem, and every solution agrees with it from contact outwards. -/
theorem escape_unique_solution (hR : 0 < R) (hU : ContinuousOn U (Ici R))
    (hM : ∀ s, R ≤ s → U s ≤ M) :
    IsEscapeSolution U R (escape U R) ∧
      ∀ φ, IsEscapeSolution U R φ → EqOn φ (escape U R) (Ici R) := by
  have hne : resistance U R ≠ 0 := (resistance_pos hR hU hM).ne'
  have hcont : ContinuousOn (resistance U) (Ici R) := by
    have h : Continuous (fun r => resistance U R - ∫ s in R..r, density U R s) :=
      continuous_const.sub (continuous_iff_continuousAt.2 fun r =>
        ((density_continuous hR hU).integral_hasStrictDerivAt R r).hasDerivAt.continuousAt)
    exact h.continuousOn.congr (fun r hr => resistance_split hR hU hM hr)
  -- the resistance of the far region vanishes
  have hlim : Tendsto (resistance U) atTop (𝓝 0) := by
    have he : EqOn (fun s => Real.exp (U s) / s ^ 2) (density U R) (Ioi R) := fun s hs => by
      simp only [density, max_eq_right (le_of_lt (mem_Ioi.mp hs))]
    have hi := (integrableOn_resistance hR hU hM).congr_fun he measurableSet_Ioi
    have hI : ∫ s in Ioi R, density U R s = resistance U R :=
      (setIntegral_congr_fun measurableSet_Ioi he).symm
    have h := (intervalIntegral_tendsto_integral_Ioi R hi tendsto_id).const_sub
      (resistance U R)
    rw [hI, sub_self] at h
    refine h.congr' ?_
    filter_upwards [eventually_ge_atTop R] with r hr
    exact (resistance_split hR hU hM hr).symm
  constructor
  · have hd : ∀ r, R < r →
        HasDerivAt (escape U R) (Real.exp (U r) / r ^ 2 / resistance U R) r := fun r hr =>
      (((resistance_hasDerivAt hR hU hM hr).div_const (resistance U R)).const_sub 1).congr_deriv
        (by ring)
    refine ⟨continuousOn_const.sub (hcont.div_const _),
      fun r hr => (hd r hr).differentiableAt, fun r hr => ?_, ?_, ?_⟩
    · refine (hasDerivAt_const r (1 / resistance U R)).congr_of_eventuallyEq ?_
      filter_upwards [Ioi_mem_nhds hr] with s hs
      have hs0 : s ≠ 0 := (hR.trans (mem_Ioi.mp hs)).ne'
      rw [(hd s hs).deriv, Real.exp_neg]
      field_simp
    · rw [escape, div_self hne, sub_self]
    · have h := (hlim.div_const (resistance U R)).const_sub 1
      rw [zero_div, sub_zero] at h
      exact h
  · intro φ h r hr
    -- the flux is a constant J
    obtain ⟨J, hJ⟩ : ∃ J, ∀ s, R < s → s ^ 2 * Real.exp (-U s) * deriv φ s = J :=
      ⟨_, fun s hs => isOpen_Ioi.is_const_of_deriv_eq_zero isPreconnected_Ioi
        (fun x hx => (h.flux x hx).differentiableAt.differentiableWithinAt)
        (fun x hx => (h.flux x hx).deriv) hs (show R + 1 ∈ Ioi R from lt_add_one R)⟩
    have hder : ∀ s, R < s → HasDerivAt (fun x => φ x + J * resistance U x) 0 s := by
      intro s hs
      have hs0 : s ≠ 0 := (hR.trans hs).ne'
      have he : s ^ 2 * Real.exp (-U s) * (Real.exp (U s) / s ^ 2) = 1 := by
        rw [Real.exp_neg]
        field_simp
      refine ((h.diff s hs).hasDerivAt.fun_add
        ((resistance_hasDerivAt hR hU hM hs).const_mul J)).congr_deriv ?_
      rw [← hJ s hs]
      linear_combination (-(deriv φ s)) * he
    -- hence φ + J I is constant, by the mean value theorem
    have hconst : ∀ s, R ≤ s → φ s + J * resistance U s = φ R + J * resistance U R := by
      intro s hs
      rcases hs.eq_or_lt with rfl | hlt
      · rfl
      · obtain ⟨c, -, hc⟩ := exists_hasDerivAt_eq_slope
          (fun x => φ x + J * resistance U x) (fun _ => 0) hlt
          ((h.cont.add (continuousOn_const.mul hcont)).mono Icc_subset_Ici_self)
          (fun x hx => hder x hx.1)
        have hsR : s - R ≠ 0 := (sub_pos.2 hlt).ne'
        have h0 := (eq_div_iff hsR).1 hc
        linarith
    -- its value is read off at infinity
    have hone : φ R + J * resistance U R = 1 := by
      have h1 := h.far.add (hlim.const_mul J)
      rw [mul_zero, add_zero] at h1
      refine tendsto_nhds_unique (tendsto_const_nhds.congr' ?_) h1
      filter_upwards [eventually_ge_atTop R] with s hs
      exact (hconst s hs).symm
    have hJR : J = 1 / resistance U R :=
      eq_div_of_mul_eq hne (by linarith [h.contact])
    have hfin := hconst r hr
    rw [hone, hJR] at hfin
    rw [escape]
    linear_combination hfin
```

Without the upper bound on $U$, existence can fail. Take $U(r)=2\ln(r/R)$. Then $r^2e^{-U}=R^2$, and constant flux with $\phi(R)=0$ forces $\phi(r)=J(r-R)/R^2$. This is either identically zero or unbounded, so it never tends to $1$. This example is argued here in prose only.

## (g) Range of the escape probability

For $r\ge R$, show that

$$0\le\phi_R(r)<1 .$$

**Solution.** Since $g\ge0$, (c) gives $I(r)\le I(R)$. Applying (e) with $r$ as the contact radius gives $I(r)>0$. Hence $0<I(r)/I(R)\le1$.

```lean
/-- From contact outwards the escape probability is at least zero and less than one. -/
theorem escape_mem_Ico (hR : 0 < R) (hU : ContinuousOn U (Ici R))
    (hM : ∀ s, R ≤ s → U s ≤ M) {r : ℝ} (hr : R ≤ r) : escape U R r ∈ Ico (0 : ℝ) 1 := by
  have hp := resistance_pos hR hU hM
  have hpr : 0 < resistance U r := resistance_pos (hR.trans_le hr)
    (hU.mono (Ici_subset_Ici.2 hr)) (fun s hs => hM s (hr.trans hs))
  have hn : 0 ≤ ∫ s in R..r, density U R s :=
    intervalIntegral.integral_nonneg hr (fun s _ => by unfold density; positivity)
  have hle : resistance U r ≤ resistance U R := by
    linarith [resistance_split hR hU hM hr]
  exact ⟨sub_nonneg.2 ((div_le_one hp).2 hle), sub_lt_self 1 (div_pos hpr hp)⟩
```

## (h) Coulomb resistance

Let $U(s)=-r_c/s$ with $r_c\ne0$. Here $|r_c|$ is the separation at which the Coulomb energy has magnitude $kT$, and $r_c>0$ means attraction. For $r>0$, show that

$$I(r)=\frac{1-e^{-r_c/r}}{r_c}.$$

**Solution.** An antiderivative of the integrand is $e^{-r_c/s}/r_c$, because

$$\frac{d}{ds}\,\frac{e^{-r_c/s}}{r_c}=\frac{e^{-r_c/s}}{s^2}.$$

It tends to $1/r_c$ at infinity; subtract its value at $r$. Integrability follows from (a) with $M=|r_c|/r$, for either sign. The Lean facts `hint`, `hder` and `hlim` are these three ingredients.

```lean
/-- The resistance from `r` to infinity in the Coulomb potential `-rc / s`, of either sign. -/
theorem coulomb_resistance {rc r : ℝ} (hrc : rc ≠ 0) (hr : 0 < r) :
    resistance (fun s => -rc / s) r = (1 - Real.exp (-rc / r)) / rc := by
  have hint : IntegrableOn (fun s => Real.exp (-rc / s) / s ^ 2) (Ioi r) := by
    refine integrableOn_resistance (U := fun s => -rc / s) (M := |rc| / r) hr
      (continuousOn_const.div continuousOn_id
        (fun s hs => (hr.trans_le (mem_Ici.mp hs)).ne')) (fun s hs => ?_)
    have hs0 : 0 < s := hr.trans_le hs
    have ha := neg_le_abs rc
    calc -rc / s ≤ |rc| / s := by gcongr
      _ ≤ |rc| / r := by gcongr
  have hder : ∀ x ∈ Ici r, HasDerivAt (fun x : ℝ => Real.exp (-rc / x) / rc)
      (Real.exp (-rc / x) / x ^ 2) x := by
    intro x hx
    have hx0 : x ≠ 0 := (hr.trans_le (mem_Ici.mp hx)).ne'
    have h1 : HasDerivAt (fun x : ℝ => -rc / x) (rc / x ^ 2) x := by
      have h := (hasDerivAt_inv hx0).const_mul (-rc)
      simp only [div_eq_mul_inv]
      exact h.congr_deriv (by ring)
    exact (h1.exp.div_const rc).congr_deriv (by field_simp)
  have hlim : Tendsto (fun x : ℝ => Real.exp (-rc / x) / rc) atTop (𝓝 (1 / rc)) := by
    have h0 : Tendsto (fun x : ℝ => -rc / x) atTop (𝓝 0) :=
      tendsto_const_nhds.div_atTop tendsto_id
    have h1 := (Real.continuous_exp.tendsto 0).comp h0
    rw [Real.exp_zero] at h1
    exact h1.div_const rc
  have key : ∫ s in Ioi r, Real.exp (-rc / s) / s ^ 2 =
      1 / rc - Real.exp (-rc / r) / rc :=
    integral_Ioi_of_hasDerivAt_of_tendsto' hder hint hlim
  exact key.trans (by ring)
```

## (i) Onsager's limit

For $r_c>0$ and a fixed initial separation $r_0>0$, show that

$$\lim_{R\to0^+}\phi_R(r_0)=e^{-r_c/r_0}.$$

**Solution.** Insert (h) twice; the factor $r_c$ cancels:

$$\phi_R(r_0)=1-\frac{1-e^{-r_c/r_0}}{1-e^{-r_c/R}} .$$

As $R\to0^+$, $e^{-r_c/R}\to0$ (`hE`), and the right side tends to $1-(1-e^{-r_c/r_0})=e^{-r_c/r_0}$. The filter `𝓝[>] 0` expresses the approach through positive radii.

For one isolated ion pair with constant $D$, absorption at first contact and no external field, the finite-$R$ formula, with $r_0\ge R$, can serve as a reference value for a Brownian dynamics simulation. The limit can replace it when $e^{-r_c/R}$ is much smaller than $e^{-r_c/r_0}$; at $r_0=R$ it cannot, since the escape probability there is zero.

```lean
/-- Onsager's escape probability: for Coulomb attraction with Onsager radius `rc`, the escape
probability from `r₀` tends to `exp (-rc / r₀)` as the absorbing sphere shrinks to a point. -/
theorem onsager_escape {rc r₀ : ℝ} (hrc : 0 < rc) (hr₀ : 0 < r₀) :
    Tendsto (fun R => escape (fun s => -rc / s) R r₀) (𝓝[>] 0)
      (𝓝 (Real.exp (-rc / r₀))) := by
  -- exp(-rc/R), the reciprocal of the Boltzmann factor at contact, tends to zero as R → 0⁺
  have hE : Tendsto (fun R : ℝ => Real.exp (-rc / R)) (𝓝[>] 0) (𝓝 0) := by
    have hinv : Tendsto (fun R : ℝ => R⁻¹) (𝓝[>] 0) atTop := tendsto_inv_nhdsGT_zero
    have h := hinv.const_mul_atTop_of_neg (neg_lt_zero.2 hrc)
    exact (Real.tendsto_exp_atBot.comp h).congr
      (fun R => by simp only [Function.comp_apply, div_eq_mul_inv])
  have hl : Tendsto (fun R : ℝ => 1 - (1 - Real.exp (-rc / r₀)) / (1 - Real.exp (-rc / R)))
      (𝓝[>] 0) (𝓝 (1 - (1 - Real.exp (-rc / r₀)) / (1 - 0))) :=
    (tendsto_const_nhds.div (hE.const_sub 1) (by norm_num)).const_sub 1
  have hv : 1 - (1 - Real.exp (-rc / r₀)) / (1 - 0) = Real.exp (-rc / r₀) := by ring
  rw [hv] at hl
  refine hl.congr' ?_
  filter_upwards [self_mem_nhdsWithin] with R hR
  rw [escape, coulomb_resistance hrc.ne' hr₀, coulomb_resistance hrc.ne' hR,
    div_div_div_cancel_right₀ hrc.ne']

end

end DiffusiveEscape
```

```lean
#print axioms DiffusiveEscape.escape_unique_solution
-- 'DiffusiveEscape.escape_unique_solution' depends on axioms: [propext, Classical.choice, Quot.sound]
#print axioms DiffusiveEscape.escape_mem_Ico
-- 'DiffusiveEscape.escape_mem_Ico' depends on axioms: [propext, Classical.choice, Quot.sound]
#print axioms DiffusiveEscape.onsager_escape
-- 'DiffusiveEscape.onsager_escape' depends on axioms: [propext, Classical.choice, Quot.sound]
```
